# For Orthonormal Bands, a Connection with Every Squared Overlap above One Half Uniquely Maximizes the Total Squared Overlap

An eigensolver run along a path of crystal momenta returns the states at each point sorted by energy. Where two bands cross, the energy order changes, and a curve drawn through "the third eigenvalue" switches from one band to another. One remedy is to compute the overlaps between the cell-periodic states at neighbouring points and to connect each band to the partner with which it overlaps most. The result is an unambiguous best connection if no two bands claim the same partner and no other assignment has an equal or larger total squared overlap. For orthonormal states, both conditions hold if every band has a partner with squared overlap above one half.

## A majority overlap beats the rest of its row

Let $u_i$ be the cell-periodic states at one crystal momentum and $v_j$ those at a neighbouring one, with $i$ and $j$ running over the same finite set of band labels. Their overlap matrix is

$$U_{ij} = \langle u_i | v_j \rangle .$$

A band connection is a permutation $t$ of the labels, which joins band $i$ to band $t(i)$. Its score is the total squared overlap that it collects,

$$S(t) = \sum_i |U_{i\,t(i)}|^2 .$$

Suppose first that $U$ is unitary, as it is when the two orthonormal families span the same space. This happens, for example, when the states are the coefficient vectors of a tight-binding model with finitely many orthonormal orbitals per cell and all its bands are kept. Let $s$ be a permutation with $|U_{i\,s(i)}|^2 > 1/2$ for every $i$. The claim is that $S(t) < S(s)$ for every permutation $t \neq s$.

The diagonal elements of $UU^\dagger = 1$ give the sum of the weights in a row:

$$1 = (UU^\dagger)_{ii} = \sum_j U_{ij}\,\overline{U_{ij}} = \sum_j |U_{ij}|^2 .$$

The terms are nonnegative, so any two different entries of the row satisfy $|U_{ij}|^2 + |U_{ik}|^2 \le 1$ for $j \neq k$. In a row where $t(i) \neq s(i)$, this yields

$$|U_{i\,t(i)}|^2 \le 1 - |U_{i\,s(i)}|^2 < \tfrac12 < |U_{i\,s(i)}|^2 .$$

In a row where $t(i) = s(i)$, the two weights are equal. Since $t \neq s$, at least one row is of the first kind, and summing over the rows gives $S(t) < S(s)$.

The margin can be computed as well. If $|U_{i\,s(i)}|^2 \ge 1/2 + \delta$ for every $i$, then a row where the permutations differ has $|U_{i\,t(i)}|^2 \le 1/2 - \delta$ and loses at least $2\delta$. With $m$ the number of such rows,

$$S(t) + 2\delta m \le S(s).$$

## A truncated set of bands

A plane-wave calculation keeps a few bands out of many, and the states $u_i$ and $v_j$ then generally span different subspaces. The overlap matrix is no longer unitary, but orthonormality still bounds its rows. Subtracting from $u_i$ its projection on the $v_j$ leaves a vector of nonnegative squared norm:

$$0 \le \Big\| u_i - \sum_j \langle v_j|u_i\rangle\, v_j \Big\|^2 = 1 - \sum_j |\langle v_j|u_i\rangle|^2 .$$

This is Bessel's inequality, and it gives $\sum_j |U_{ij}|^2 \le 1$. Exchanging the roles of the two families gives $\sum_i |U_{ij}|^2 \le 1$ for the columns.

Now let each band $i$ choose a partner $f(i)$ with $|U_{i\,f(i)}|^2 > 1/2$, without assuming that $f$ is a permutation. If two different bands $i$ and $k$ chose the same partner, column $f(i)$ would contain two weights above one half, and their sum would exceed one. So $f$ is injective, and an injective map of a finite set to itself is a permutation. The comparison of rows used only that two weights in a row sum to at most one, so it applies unchanged, and $f$ is the unique best connection.

## An even mixture ties

The strict inequality matters. In this section, $i$ is the imaginary unit. For the matrix

$$\frac12\begin{pmatrix} 1+i & 1-i \\ 1-i & 1+i \end{pmatrix}$$

every entry has squared modulus $(1+1)/4 = 1/2$, so each row has norm one. The inner product of the two rows is

$$\frac{(1+i)(1+i) + (1-i)(1-i)}{4} = \frac{2i - 2i}{4} = 0,$$

and the matrix is unitary. Both permutations of the two bands have score $1/2 + 1/2 = 1$, so neither is preferred.

## Bands, overlaps and scores in Lean

The band labels form a finite type `ι`, and the states live in a complex inner product space `E`, which may have infinite dimension.

```lean
import Mathlib

open Complex

namespace BandConnection

noncomputable section

variable {ι : Type*} [Fintype ι] [DecidableEq ι]
variable {E : Type*} [NormedAddCommGroup E] [InnerProductSpace ℂ E]
```

The overlap matrix uses the inner product that is conjugate-linear in its first argument, as in Dirac notation. Rows belong to the first momentum and columns to the second. Both families carry the same label type, so the same number of bands is kept at each point.

```lean
/-- The overlap matrix `⟨u i, v j⟩` between the cell-periodic states `u` at one crystal momentum
and the states `v` at a neighbouring one. -/
def overlap (u v : ι → E) : Matrix ι ι ℂ :=
  Matrix.of fun i j => inner ℂ (u i) (v j)
```

A connection has type `Equiv.Perm ι`, a bijection of the labels with themselves. The score is defined for any complex square matrix, whether or not it comes from states, and the norm of a complex number is its modulus.

```lean
/-- The total squared overlap collected when band `i` is connected to band `t i`. -/
def score (U : Matrix ι ι ℂ) (t : Equiv.Perm ι) : ℝ :=
  ∑ i, ‖U i (t i)‖ ^ 2
```

## Weights in a row

The hypothesis `U ∈ Matrix.unitaryGroup ι ℂ` says that $U$ is unitary. The proof reads off the diagonal element of $UU^\dagger = 1$ and recognises each term $U_{ij}\overline{U_{ij}}$ as a squared modulus. That identity holds between complex numbers, and the last line carries it back to the reals.

```lean
/-- For a unitary overlap matrix, the squared overlaps of one band with all bands at the
neighbouring momentum sum to one. -/
theorem row_weight_sum {U : Matrix ι ι ℂ} (hU : U ∈ Matrix.unitaryGroup ι ℂ) (i : ι) :
    ∑ j, ‖U i j‖ ^ 2 = 1 := by
  -- the diagonal entry of `U U† = 1`
  have h := congrFun (congrFun (Matrix.mem_unitaryGroup_iff.mp hU) i) i
  rw [Matrix.mul_apply, Matrix.one_apply_eq] at h
  have h' : ((∑ j, ‖U i j‖ ^ 2 : ℝ) : ℂ) = 1 := by
    rw [← h, Complex.ofReal_sum]
    refine Finset.sum_congr rfl fun j _ => ?_
    rw [Matrix.star_apply, Complex.star_def, Complex.mul_conj, Complex.normSq_eq_norm_sq]
  exact_mod_cast h'
```

The bound on two weights is stated for any nonnegative numbers with sum at most one, because it serves for rows and for columns. The sum over the pair $\{j,k\}$ is a part of the full sum, and the omitted terms are nonnegative.

```lean
/-- If nonnegative weights sum to at most one, any two different ones together are at most one. -/
theorem two_weights_le {w : ι → ℝ} (hw : ∀ j, 0 ≤ w j) (hsum : ∑ j, w j ≤ 1)
    {j k : ι} (hjk : j ≠ k) : w j + w k ≤ 1 :=
  calc w j + w k = ∑ l ∈ ({j, k} : Finset ι), w l := (Finset.sum_pair hjk).symm
    _ ≤ ∑ l, w l :=
        Finset.sum_le_sum_of_subset_of_nonneg (Finset.subset_univ _) (fun l _ _ => hw l)
    _ ≤ 1 := hsum
```

## The unique maximizer

The comparison of scores assumes only that each row sums to at most one, which covers the unitary and the truncated case together. Inside the proof, `hlt` is the row inequality: where $t$ departs from $s$, its weight is strictly smaller. The next step finds a row where they differ, since permutations that agree everywhere are equal. `Finset.sum_lt_sum` then combines a weak inequality in every row with a strict one in that row.

```lean
/-- If the squared overlaps in each row sum to at most one, a connection whose every squared
overlap exceeds one half has a strictly larger score than any other connection. -/
theorem score_lt_of_row_le {U : Matrix ι ι ℂ} (hrow : ∀ i, ∑ j, ‖U i j‖ ^ 2 ≤ 1)
    {s : Equiv.Perm ι} (hs : ∀ i, 1 / 2 < ‖U i (s i)‖ ^ 2)
    {t : Equiv.Perm ι} (hts : t ≠ s) : score U t < score U s := by
  -- wherever `t` departs from `s`, it loses weight
  have hlt : ∀ i, t i ≠ s i → ‖U i (t i)‖ ^ 2 < ‖U i (s i)‖ ^ 2 := by
    intro i hi
    have h : ‖U i (t i)‖ ^ 2 + ‖U i (s i)‖ ^ 2 ≤ 1 :=
      two_weights_le (w := fun j => ‖U i j‖ ^ 2) (fun _ => sq_nonneg _) (hrow i) hi
    linarith [hs i]
  obtain ⟨i, hi⟩ : ∃ i, t i ≠ s i := by
    by_contra h
    exact hts (Equiv.ext fun i => Classical.byContradiction fun hi => h ⟨i, hi⟩)
  unfold score
  refine Finset.sum_lt_sum (fun k _ => ?_) ⟨i, Finset.mem_univ i, hlt i hi⟩
  by_cases hk : t k = s k
  · rw [hk]
  · exact (hlt k hk).le
```

For a unitary matrix, the row bound comes from the row sum. The theorem reads: if $U$ is unitary and $s$ selects a squared overlap above one half in every row, then every permutation other than $s$ has a strictly smaller score.

```lean
/-- Unambiguous band connection: for a unitary overlap matrix, a permutation whose every squared
overlap exceeds one half is the unique maximizer of the total squared overlap. -/
theorem band_connection_unique {U : Matrix ι ι ℂ} (hU : U ∈ Matrix.unitaryGroup ι ℂ)
    {s : Equiv.Perm ι} (hs : ∀ i, 1 / 2 < ‖U i (s i)‖ ^ 2) :
    ∀ t : Equiv.Perm ι, t ≠ s → score U t < score U s :=
  fun _ hts => score_lt_of_row_le (fun i => (row_weight_sum hU i).le) hs hts
```

The condition on $s$ is assumed here and has to be checked on the computed overlaps. Physically, it says that each state keeps more than half of its squared norm along a single state at the next point. A coarse momentum step or strong mixing near an avoided crossing can violate it. So can a degeneracy, where the eigensolver is free to return any orthonormal basis of the degenerate subspace. The condition is sufficient but not necessary: with three bands, a unique best connection can also occur with selected weights below one half.

## The margin for each reassigned band

The quantitative version replaces the strict inequality by a lower bound $1/2 + \delta$. The cardinality in the statement counts the bands that $t$ and $s$ assign differently, the number $m$ above. Although $\delta$ may be any real number, the bound is informative when it is positive.

```lean
/-- For a unitary overlap matrix, if every squared overlap selected by `s` is at least `1/2 + δ`,
then the score of `s` minus the score of any connection `t` is at least `2δ` times the number of
bands that the two assign differently. -/
theorem score_gap {U : Matrix ι ι ℂ} (hU : U ∈ Matrix.unitaryGroup ι ℂ)
    {s : Equiv.Perm ι} {δ : ℝ} (hs : ∀ i, 1 / 2 + δ ≤ ‖U i (s i)‖ ^ 2) (t : Equiv.Perm ι) :
    score U t + 2 * δ * ((Finset.univ.filter fun i => t i ≠ s i).card : ℝ) ≤ score U s := by
  have h : ∀ i, ‖U i (t i)‖ ^ 2 + (if t i ≠ s i then 2 * δ else 0) ≤ ‖U i (s i)‖ ^ 2 := by
    intro i
    by_cases hi : t i = s i
    · simp [hi]
    · have h2 : ‖U i (t i)‖ ^ 2 + ‖U i (s i)‖ ^ 2 ≤ 1 :=
        two_weights_le (w := fun j => ‖U i j‖ ^ 2) (fun _ => sq_nonneg _)
          (row_weight_sum hU i).le hi
      rw [if_pos hi]
      linarith [hs i]
  -- add up the row-by-row losses
  have hsum := Finset.sum_le_sum (fun i (_ : i ∈ Finset.univ) => h i)
  rw [Finset.sum_add_distrib, ← Finset.sum_filter, Finset.sum_const, nsmul_eq_mul] at hsum
  unfold score
  linarith
```

The inequality `h` treats each row separately, with a term that equals $2\delta$ where the permutations differ and zero elsewhere. Summing over the rows turns these terms into $2\delta m$. The result gives a measure of how safe a connection is: if the smallest selected weight is 0.9, then $\delta = 0.4$, and every reassigned band costs at least 0.8 in total squared overlap.

## Choosing partners band by band

Here `f` is an arbitrary function from labels to labels, so two bands could in principle choose the same partner. The column bound excludes this. If $f(i) = f(k)$ with $i \neq k$, the two weights in column $f(i)$ would sum to more than one.

```lean
/-- If the squared overlaps in each column sum to at most one, two bands cannot both have a
squared overlap above one half with the same partner. -/
theorem dominant_injective {U : Matrix ι ι ℂ} (hcol : ∀ j, ∑ i, ‖U i j‖ ^ 2 ≤ 1)
    {f : ι → ι} (hf : ∀ i, 1 / 2 < ‖U i (f i)‖ ^ 2) : Function.Injective f := by
  intro i k hik
  by_contra hne
  have h : ‖U i (f i)‖ ^ 2 + ‖U k (f i)‖ ^ 2 ≤ 1 :=
    two_weights_le (w := fun l => ‖U l (f i)‖ ^ 2) (fun _ => sq_nonneg _) (hcol (f i)) hne
  have hk := hf k
  rw [← hik] at hk
  linarith [hf i]
```

The next theorem is the one that applies to a truncated band set. It takes two orthonormal families and a function `f` that selects a squared overlap above one half for each band. It concludes that there is a permutation `s` that agrees with `f` on every band and scores strictly higher than every other permutation.

```lean
/-- For finitely many orthonormal bands at each of two momenta, if each band `i` has squared
overlap above one half with a partner `f i`, then `f` is a permutation and it is the unique
maximizer of the total squared overlap. -/
theorem dominant_partner_connection {u v : ι → E} (hu : Orthonormal ℂ u) (hv : Orthonormal ℂ v)
    {f : ι → ι} (hf : ∀ i, 1 / 2 < ‖overlap u v i (f i)‖ ^ 2) :
    ∃ s : Equiv.Perm ι, (∀ i, s i = f i) ∧
      ∀ t : Equiv.Perm ι, t ≠ s → score (overlap u v) t < score (overlap u v) s := by
  -- Bessel's inequality bounds the rows and the columns
  have hrow : ∀ i, ∑ j, ‖overlap u v i j‖ ^ 2 ≤ 1 := by
    intro i
    have h := Orthonormal.sum_inner_products_le (x := u i) (s := Finset.univ) hv
    rw [hu.1 i, one_pow] at h
    calc ∑ j, ‖overlap u v i j‖ ^ 2 = ∑ j, ‖inner ℂ (v j) (u i)‖ ^ 2 := by
          refine Finset.sum_congr rfl fun j _ => ?_
          rw [overlap, Matrix.of_apply, norm_inner_symm]
      _ ≤ 1 := h
  have hcol : ∀ j, ∑ i, ‖overlap u v i j‖ ^ 2 ≤ 1 := by
    intro j
    have h := Orthonormal.sum_inner_products_le (x := v j) (s := Finset.univ) hu
    rw [hv.1 j, one_pow] at h
    exact h
  have hb : Function.Bijective f :=
    Finite.injective_iff_bijective.mp (dominant_injective hcol hf)
  exact ⟨Equiv.ofBijective f hb, fun _ => rfl,
    fun _ hts => score_lt_of_row_le hrow (fun i => hf i) hts⟩
```

Mathlib's `Orthonormal.sum_inner_products_le` is Bessel's inequality. For the rows it produces $|\langle v_j|u_i\rangle|$, and the symmetry of the modulus turns this into $|\langle u_i|v_j\rangle|$. For the columns the order is already right. Injectivity on a finite type gives bijectivity, which turns `f` into a permutation, and the comparison of scores finishes the proof.

For band-structure codes based on single-particle states, this means that a search over permutations is unnecessary at any step where each of the finitely many orthonormal bands has a partner above the threshold. The pseudo-wavefunctions of ultrasoft or PAW calculations are in general not orthonormal in the plain inner product, so the theorem does not cover their bare overlaps. The statement concerns one pair of neighbouring momenta. Connections made step by step around a closed path in the Brillouin zone may still return a band to a different label.

## The threshold in a two-band example

The evenly mixing matrix is entered with explicit complex entries, with rows and columns labelled by the two elements of `Fin 2`.

```lean
/-- A two-band overlap matrix that mixes the bands evenly. -/
def evenMixing : Matrix (Fin 2) (Fin 2) ℂ :=
  !![(1 + I) / 2, (1 - I) / 2; (1 - I) / 2, (1 + I) / 2]
```

The theorem collects three facts: the matrix is unitary, all four squared overlaps equal one half, and every permutation has score one. The squared moduli and the elements of $UU^\dagger$ are checked entry by entry, and the score then follows by adding two halves.

```lean
/-- The even mixing matrix is unitary, all its squared overlaps equal one half, and every connection
has score one. -/
theorem evenMixing_tie :
    evenMixing ∈ Matrix.unitaryGroup (Fin 2) ℂ ∧ (∀ i j, ‖evenMixing i j‖ ^ 2 = 1 / 2) ∧
      ∀ t : Equiv.Perm (Fin 2), score evenMixing t = 1 := by
  have hw : ∀ i j, ‖evenMixing i j‖ ^ 2 = 1 / 2 := by
    intro i j
    rw [Complex.sq_norm]
    fin_cases i <;> fin_cases j <;> simp [evenMixing, Complex.normSq_apply] <;> norm_num
  refine ⟨?_, hw, fun t => ?_⟩
  · -- the denominator is real
    have h2 : (starRingEnd ℂ) 2 = 2 := map_ofNat (starRingEnd ℂ) 2
    rw [Matrix.mem_unitaryGroup_iff]
    ext i j
    fin_cases i <;> fin_cases j <;>
      simp [evenMixing, Matrix.mul_apply, Fin.sum_univ_two, Matrix.star_apply,
        Complex.ext_iff, h2] <;> norm_num
  · unfold score
    rw [Fin.sum_univ_two, hw, hw]
    norm_num

end

end BandConnection
```

With "at least one half" in place of "above one half", the uniqueness theorem would therefore fail already for two bands.

```lean
#print axioms BandConnection.band_connection_unique
-- 'BandConnection.band_connection_unique' depends on axioms: [propext, Classical.choice, Quot.sound]
#print axioms BandConnection.score_gap
-- 'BandConnection.score_gap' depends on axioms: [propext, Classical.choice, Quot.sound]
#print axioms BandConnection.dominant_partner_connection
-- 'BandConnection.dominant_partner_connection' depends on axioms: [propext, Classical.choice, Quot.sound]
#print axioms BandConnection.evenMixing_tie
-- 'BandConnection.evenMixing_tie' depends on axioms: [propext, Classical.choice, Quot.sound]
```
